# In Hückel theory with cosine-scaled coupling, twisting never increases the half-filled π binding energy

Two conjugated fragments are joined by a bond, and I rotate one against the other. In a Hückel model I multiply the coupling between them by the cosine of the twist angle. Coupling makes levels repel, so an occupied level can lose binding when it mixes with a slightly more strongly bonding one on the other fragment. Twisting would then give some of it back. Could the total π binding energy ever go up on twisting, say with heteroatoms present, where the levels are not paired symmetrically about zero?

## Individual levels may gain, but their sum does not

No: I prove this for half filling with closed shells, and alternancy is not needed. Half filling leaves out aniline, for example, with eight π electrons in seven orbitals. It is only a convenience of the proof below, since for every $k$ the sum of the $k$ largest eigenvalues is also convex and even in the coupling strength. Measure energies from the Coulomb integral of carbon, in units of the resonance integral, which is negative, so that bonding levels are positive. Let the real symmetric matrices $A$ and $D$ describe the fragments, let the real matrix $B$ describe their coupling, and put

$$H(x)=\begin{pmatrix}A&xB\\xB^T&D\end{pmatrix},\qquad F(x)=\sum_i|\lambda_i(x)|,$$

where $\lambda_i(x)$ are the eigenvalues of $H(x)$. The twist enters as $x=\cos\theta$: a p orbital turned by $\theta$ keeps a component $\cos\theta$ parallel to its neighbour, and only that component has π overlap.

**A bound in any basis.** Let a symmetric $M$ have orthonormal eigenvectors $u_k$ with levels $d_k$, let $v_i$ be any orthonormal basis, and let $W_{ki}=u_k^Tv_i$. Then $v_i^TMv_i=\sum_k d_kW_{ki}^2$. Since $\sum_iW_{ki}^2=1$,

$$\sum_i|v_i^TMv_i|\le\sum_k|d_k|\sum_iW_{ki}^2=\sum_k|d_k|.$$

**Convexity.** Take $z=ax+by$ with $a,b\ge0$ and $a+b=1$, so $H(z)=aH(x)+bH(y)$. With $v_i$ the eigenvectors of $H(z)$,

$$F(z)=\sum_i|v_i^TH(z)v_i|\le a\sum_i|v_i^TH(x)v_i|+b\sum_i|v_i^TH(y)v_i|\le aF(x)+bF(y).$$

**Evenness and monotonicity.** Flipping the sign of every atomic orbital on the second fragment turns $H(x)$ into $H(-x)$ and preserves the eigenvalues, so $F(-x)=F(x)$. If $0\le x\le y$, then $x$ lies between $-y$ and $y$, and convexity gives $F(x)\le\max(F(-y),F(y))=F(y)$.

**Half filling.** Let $s$ contain half of the orbitals, each doubly occupied. The two halves are equal in number, so for any real $\mu$ the terms in $\mu$ cancel:

$$2\sum_{i\in s}\lambda_i=\sum_i\lambda_i+\sum_{i\in s}(\lambda_i-\mu)+\sum_{i\notin s}(\mu-\lambda_i)\le\sum_i\lambda_i+\sum_i|\lambda_i-\mu|.$$

Equality holds if $\mu$ separates filled levels from empty ones. Now let $|\cos\theta|\le|\cos\varphi|$ and choose $\mu$ as a Fermi level at $\varphi$. The last sum is the function $F$ for the shifted fragments $A-\mu$ and $D-\mu$; call it $F_\mu$. The sum of all $\lambda_i$ is the trace $T=\operatorname{tr}A+\operatorname{tr}D$, which the twist leaves alone. Writing $E$ for the binding energy,

$$E(\theta)\le T+F_\mu(\cos\theta)\le T+F_\mu(\cos\varphi)=E(\varphi).$$

The same $\mu$ serves at both angles; at $\theta$ it need not be a Fermi level, because the upper bound suffices there.

**One orbital on each side.** With site energies $h_1,h_2$ and coupling $c$, the ground-state binding energy is $h_1+h_2+\sqrt{(h_1-h_2)^2+4c^2\cos^2\theta}$. For ethylene ($h_1=h_2=0$, $c=1$) it is $2|\cos\theta|$, which vanishes at a right angle.

## What the Lean theorems say

`twisted A B D x` is $H(x)$, and `twistEnergy` is $F$. For real matrices `IsHermitian` means symmetric. `twistEnergy_even_convex_monotone` states that $F$ is even, convex on all of $\mathbb R$ and nondecreasing on $x\ge0$, for fragments of any finite size.

In `twisting_never_increases_binding`, the sets `s` and `t` select molecular orbitals at $\theta$ and $\varphi$, although their labels come from the atomic index type `m ⊕ n`. Both are half of the total, by `hs` and `ht`. Only `t` must obey the aufbau rule, through `hfill`, so even an excited closed shell at $\theta$ is bounded by the ground configuration at $\varphi$. `shellEnergy` is twice the sum of the selected levels.

The matrices $A$, $B$ and $D$ stay fixed during the twist, so there is no bond-length relaxation, and the model has no explicit electron repulsion or steric term. The inequality is not strict.

```lean
import Mathlib

open Matrix

namespace HueckelTwist

noncomputable section

variable {m n : Type*} [Fintype m] [DecidableEq m] [Fintype n] [DecidableEq n]

/-- The sum of the absolute eigenvalues of a real symmetric matrix, with multiplicity. -/
def absEnergy {M : Matrix n n ℝ} (hM : M.IsHermitian) : ℝ := ∑ i, |hM.eigenvalues i|

/-- The Hueckel matrix of two fragments `A` and `D` whose coupling `B` is scaled by `x`. -/
def twisted (A : Matrix m m ℝ) (B : Matrix m n ℝ) (D : Matrix n n ℝ) (x : ℝ) :
    Matrix (m ⊕ n) (m ⊕ n) ℝ := fromBlocks A (x • B) (x • Bᵀ) D

omit [Fintype m] [DecidableEq m] [Fintype n] [DecidableEq n] in
/-- Two symmetric fragments with a scaled coupling form a symmetric Hueckel matrix. -/
theorem twisted_isHermitian {A : Matrix m m ℝ} {D : Matrix n n ℝ} (hA : A.IsHermitian)
    (hD : D.IsHermitian) (B : Matrix m n ℝ) (x : ℝ) : (twisted A B D x).IsHermitian :=
  IsHermitian.fromBlocks hA
    (by rw [conjTranspose_eq_transpose_of_trivial, transpose_smul]) hD

/-- The sum of absolute orbital energies of the coupled fragments, as a function of `x`. -/
def twistEnergy {A : Matrix m m ℝ} {D : Matrix n n ℝ} (hA : A.IsHermitian)
    (hD : D.IsHermitian) (B : Matrix m n ℝ) (x : ℝ) : ℝ :=
  absEnergy (twisted_isHermitian hA hD B x)

/-- Twice the sum of the levels in `s`: the binding energy, in units of the resonance
integral, when each orbital in `s` holds two electrons. -/
def shellEnergy {M : Matrix n n ℝ} (hM : M.IsHermitian) (s : Finset n) : ℝ :=
  2 * ∑ i ∈ s, hM.eigenvalues i

/-- Aufbau rule: no empty orbital is more strongly bonding than an occupied one. -/
def IsAufbau {M : Matrix n n ℝ} (hM : M.IsHermitian) (s : Finset n) : Prop :=
  ∀ i ∈ s, ∀ j ∉ s, hM.eigenvalues j ≤ hM.eigenvalues i

/-- A real symmetric Hueckel matrix is diagonal in a basis of real orthonormal orbitals. -/
theorem exists_orbitals {M : Matrix n n ℝ} (hM : M.IsHermitian) :
    ∃ U : Matrix n n ℝ, Uᵀ * U = 1 ∧ Uᵀ * M * U = diagonal hM.eigenvalues := by
  obtain ⟨U, hU, h⟩ : ∃ U : Matrix n n ℝ, Uᵀ * U = 1 ∧
      M = U * diagonal hM.eigenvalues * Uᵀ := by
    refine ⟨hM.eigenvectorUnitary, ?_, ?_⟩
    · have h := mem_unitaryGroup_iff'.1 hM.eigenvectorUnitary.2
      rwa [star_eq_conjTranspose, conjTranspose_eq_transpose_of_trivial] at h
    · rw [← conjTranspose_eq_transpose_of_trivial]
      exact hM.spectral_theorem.trans (Unitary.conjStarAlgAut_apply ..)
  refine ⟨U, hU, ?_⟩
  calc Uᵀ * M * U = Uᵀ * (U * diagonal hM.eigenvalues * Uᵀ) * U := by rw [← h]
    _ = (Uᵀ * U) * diagonal hM.eigenvalues * (Uᵀ * U) := by simp only [Matrix.mul_assoc]
    _ = diagonal hM.eigenvalues := by rw [hU, one_mul, mul_one]

/-- If orthonormal orbitals `U` diagonalise `M` with levels `d`, then in any orthonormal basis
`V` the absolute diagonal elements of `M` sum to at most the sum of the `|d k|`. -/
theorem sum_abs_diag_le {M U V : Matrix n n ℝ} {d : n → ℝ} (hU : Uᵀ * U = 1)
    (h : Uᵀ * M * U = diagonal d) (hV : Vᵀ * V = 1) :
    ∑ i, |(Vᵀ * M * V) i i| ≤ ∑ k, |d k| := by
  have hU' : U * Uᵀ = 1 := mul_eq_one_comm.mp hU
  have hV' : V * Vᵀ = 1 := mul_eq_one_comm.mp hV
  -- `W` holds the overlaps between the two bases
  obtain ⟨W, hW⟩ : ∃ W, W = Uᵀ * V := ⟨_, rfl⟩
  have hWW : W * Wᵀ = 1 := by
    calc W * Wᵀ = Uᵀ * (V * Vᵀ) * U := by
          rw [hW, transpose_mul, transpose_transpose]; simp only [Matrix.mul_assoc]
      _ = 1 := by rw [hV', mul_one, hU]
  have hrow (k : n) : ∑ i, W k i ^ 2 = 1 := by
    have e := congrFun (congrFun hWW k) k
    rw [Matrix.mul_apply, one_apply_eq] at e
    rw [← e]
    exact Finset.sum_congr rfl fun i _ => by rw [transpose_apply, sq]
  have hM : Vᵀ * M * V = Wᵀ * (diagonal d * W) := by
    calc Vᵀ * M * V = Vᵀ * (U * Uᵀ) * M * (U * Uᵀ) * V := by simp only [hU', mul_one]
      _ = Wᵀ * ((Uᵀ * M * U) * W) := by
          rw [hW, transpose_mul, transpose_transpose]; simp only [Matrix.mul_assoc]
      _ = Wᵀ * (diagonal d * W) := by rw [h]
  calc ∑ i, |(Vᵀ * M * V) i i| ≤ ∑ i, ∑ k, |d k| * W k i ^ 2 := by
        refine Finset.sum_le_sum fun i _ => ?_
        rw [hM, Matrix.mul_apply]
        refine (Finset.abs_sum_le_sum_abs _ _).trans_eq (Finset.sum_congr rfl fun k _ => ?_)
        rw [transpose_apply, diagonal_mul, ← abs_of_nonneg (sq_nonneg (W k i)), ← abs_mul]
        congr 1
        ring
    _ = ∑ k, |d k| := by
        rw [Finset.sum_comm]
        exact Finset.sum_congr rfl fun k _ => by rw [← Finset.mul_sum, hrow, mul_one]

/-- Any orthonormal diagonalisation of `M` gives the same sum of absolute levels. -/
theorem absEnergy_eq {M U : Matrix n n ℝ} {d : n → ℝ} (hM : M.IsHermitian)
    (hU : Uᵀ * U = 1) (h : Uᵀ * M * U = diagonal d) : absEnergy hM = ∑ i, |d i| := by
  obtain ⟨V, hV, hVM⟩ := exists_orbitals hM
  have h1 := sum_abs_diag_le hU h hV
  have h2 := sum_abs_diag_le hV hVM hU
  simp only [hVM, diagonal_apply_eq] at h1
  simp only [h, diagonal_apply_eq] at h2
  exact le_antisymm h1 h2

variable {A : Matrix m m ℝ} {D : Matrix n n ℝ}

/-- Reversing the sign of the coupling leaves the sum of absolute levels unchanged. -/
theorem twistEnergy_even (hA : A.IsHermitian) (hD : D.IsHermitian) (B : Matrix m n ℝ) :
    Function.Even (twistEnergy hA hD B) := by
  intro x
  -- `J` flips the sign of every atomic orbital on the second fragment
  obtain ⟨J, hJt, hJJ, hJ⟩ : ∃ J : Matrix (m ⊕ n) (m ⊕ n) ℝ, Jᵀ = J ∧ J * J = 1 ∧
      J * twisted A B D x * J = twisted A B D (-x) :=
    ⟨fromBlocks 1 0 0 (-1), by simp [fromBlocks_transpose], by simp [fromBlocks_multiply],
      by simp [twisted, fromBlocks_multiply]⟩
  obtain ⟨U, hU, h⟩ := exists_orbitals (twisted_isHermitian hA hD B (-x))
  refine (absEnergy_eq (U := J * U) (twisted_isHermitian hA hD B x) ?_ ?_).symm
  · calc (J * U)ᵀ * (J * U) = Uᵀ * (J * J) * U := by
          rw [transpose_mul, hJt]; simp only [Matrix.mul_assoc]
      _ = 1 := by rw [hJJ, mul_one, hU]
  · calc (J * U)ᵀ * twisted A B D x * (J * U) = Uᵀ * (J * twisted A B D x * J) * U := by
          rw [transpose_mul, hJt]; simp only [Matrix.mul_assoc]
      _ = _ := by rw [hJ, h]

/-- The sum of absolute levels is a convex function of the coupling strength. -/
theorem twistEnergy_convex (hA : A.IsHermitian) (hD : D.IsHermitian) (B : Matrix m n ℝ) :
    ConvexOn ℝ Set.univ (twistEnergy hA hD B) := by
  refine ⟨convex_univ, fun x _ y _ a b ha hb hab => ?_⟩
  have haff : twisted A B D (a • x + b • y) =
      a • twisted A B D x + b • twisted A B D y := by
    ext i j
    rcases i with i | i <;> rcases j with j | j <;>
      simp only [twisted, fromBlocks_apply₁₁, fromBlocks_apply₁₂, fromBlocks_apply₂₁,
        fromBlocks_apply₂₂, Matrix.add_apply, Matrix.smul_apply, smul_eq_mul]
    · linear_combination (-(A i j)) * hab
    · ring
    · ring
    · linear_combination (-(D i j)) * hab
  -- evaluate both end points in the eigenbasis of the intermediate matrix
  obtain ⟨V, hV, h⟩ := exists_orbitals (twisted_isHermitian hA hD B (a • x + b • y))
  have bound (z : ℝ) : ∑ i, |(Vᵀ * twisted A B D z * V) i i| ≤ twistEnergy hA hD B z := by
    obtain ⟨U, hU, hUM⟩ := exists_orbitals (twisted_isHermitian hA hD B z)
    exact sum_abs_diag_le hU hUM hV
  calc twistEnergy hA hD B (a • x + b • y)
      ≤ ∑ i, (a * |(Vᵀ * twisted A B D x * V) i i| +
          b * |(Vᵀ * twisted A B D y * V) i i|) := by
        refine Finset.sum_le_sum fun i _ => ?_
        have e := congrFun (congrFun h i) i
        rw [diagonal_apply_eq] at e
        rw [← e, haff]
        simp only [Matrix.mul_add, Matrix.add_mul, Matrix.mul_smul, Matrix.smul_mul,
          Matrix.add_apply, Matrix.smul_apply, smul_eq_mul]
        refine (abs_add_le _ _).trans_eq ?_
        rw [abs_mul, abs_mul, abs_of_nonneg ha, abs_of_nonneg hb]
    _ = a * ∑ i, |(Vᵀ * twisted A B D x * V) i i| +
          b * ∑ i, |(Vᵀ * twisted A B D y * V) i i| := by
        rw [Finset.sum_add_distrib, Finset.mul_sum, Finset.mul_sum]
    _ ≤ a * twistEnergy hA hD B x + b * twistEnergy hA hD B y :=
        add_le_add (mul_le_mul_of_nonneg_left (bound x) ha)
          (mul_le_mul_of_nonneg_left (bound y) hb)

/-- For symmetric fragments and any real coupling, the sum of absolute levels is even and convex
in the coupling strength `x`, and nondecreasing for `x ≥ 0`. -/
theorem twistEnergy_even_convex_monotone (hA : A.IsHermitian) (hD : D.IsHermitian)
    (B : Matrix m n ℝ) : Function.Even (twistEnergy hA hD B) ∧
      ConvexOn ℝ Set.univ (twistEnergy hA hD B) ∧
      MonotoneOn (twistEnergy hA hD B) (Set.Ici 0) := by
  refine ⟨twistEnergy_even hA hD B, twistEnergy_convex hA hD B, fun x hx y hy hxy => ?_⟩
  have hx0 : 0 ≤ x := hx
  have hy0 : 0 ≤ y := hy
  -- `x` lies between `-y` and `y`, where the energies agree
  have hz : x ∈ segment ℝ (-y) y := by
    rw [segment_eq_Icc (by linarith)]
    exact ⟨by linarith, hxy⟩
  have h := (twistEnergy_convex hA hD B).le_on_segment (Set.mem_univ _) (Set.mem_univ _) hz
  rwa [twistEnergy_even hA hD B y, max_self] at h

/-- Shifting all site energies by `-μ` shifts every level of the coupled system by `-μ`
in the sum of absolute values. -/
theorem twistEnergy_shift (hA : A.IsHermitian) (hD : D.IsHermitian) (B : Matrix m n ℝ)
    {μ : ℝ} (hA' : (A - μ • (1 : Matrix m m ℝ)).IsHermitian)
    (hD' : (D - μ • (1 : Matrix n n ℝ)).IsHermitian) (x : ℝ) :
    twistEnergy hA' hD' B x =
      ∑ i, |(twisted_isHermitian hA hD B x).eigenvalues i - μ| := by
  obtain ⟨U, hU, h⟩ := exists_orbitals (twisted_isHermitian hA hD B x)
  have hs : twisted (A - μ • (1 : Matrix m m ℝ)) B (D - μ • (1 : Matrix n n ℝ)) x =
      twisted A B D x - μ • (1 : Matrix (m ⊕ n) (m ⊕ n) ℝ) := by
    ext i j
    rcases i with i | i <;> rcases j with j | j <;> simp [twisted, Matrix.one_apply]
  refine absEnergy_eq _ hU ?_
  rw [hs, Matrix.mul_sub, Matrix.sub_mul, h, Matrix.mul_smul, Matrix.smul_mul, mul_one, hU]
  ext i j
  rcases eq_or_ne i j with rfl | hij
  · simp
  · simp [hij]

/-- Doubly filling half of the levels `f` gives at most `∑ f + ∑ |f - μ|`, with equality if
`μ` separates the filled levels above from the empty levels below. -/
theorem half_filling (f : n → ℝ) {s : Finset n} (hs : 2 * s.card = Fintype.card n) (μ : ℝ) :
    2 * ∑ i ∈ s, f i ≤ ∑ i, f i + ∑ i, |f i - μ| ∧
      ((∀ i ∈ s, μ ≤ f i) → (∀ j ∉ s, f j ≤ μ) →
        2 * ∑ i ∈ s, f i = ∑ i, f i + ∑ i, |f i - μ|) := by
  have hc : (sᶜ.card : ℝ) = s.card := by
    have h := s.card_add_card_compl
    exact_mod_cast (by omega : sᶜ.card = s.card)
  -- at half filling the terms in `μ` cancel
  have key : 2 * ∑ i ∈ s, f i =
      ∑ i, f i + (∑ i ∈ s, (f i - μ) + ∑ i ∈ sᶜ, (μ - f i)) := by
    simp only [Finset.sum_sub_distrib, Finset.sum_const, nsmul_eq_mul, hc]
    linarith [Finset.sum_add_sum_compl s f]
  rw [key, ← Finset.sum_add_sum_compl s (fun i => |f i - μ|)]
  refine ⟨add_le_add le_rfl (add_le_add (Finset.sum_le_sum fun i _ => le_abs_self _)
    (Finset.sum_le_sum fun i _ => ?_)), fun h1 h2 => ?_⟩
  · rw [abs_sub_comm]
    exact le_abs_self _
  · congr 2
    · exact Finset.sum_congr rfl fun i hi => (abs_of_nonneg (sub_nonneg.2 (h1 i hi))).symm
    · refine Finset.sum_congr rfl fun i hi => ?_
      rw [abs_of_nonpos (sub_nonpos.2 (h2 i (Finset.mem_compl.1 hi))), neg_sub]

/-- With coupling proportional to the cosine of the twist angle and `|cos θ| ≤ |cos φ|`, no
half-filled closed shell at `θ` has a larger binding energy than the half-filled aufbau
configuration at `φ`. -/
theorem twisting_never_increases_binding (hA : A.IsHermitian) (hD : D.IsHermitian)
    (B : Matrix m n ℝ) {θ φ : ℝ} (hθ : |Real.cos θ| ≤ |Real.cos φ|) {s t : Finset (m ⊕ n)}
    (hs : 2 * s.card = Fintype.card (m ⊕ n)) (ht : 2 * t.card = Fintype.card (m ⊕ n))
    (hfill : IsAufbau (twisted_isHermitian hA hD B (Real.cos φ)) t) :
    shellEnergy (twisted_isHermitian hA hD B (Real.cos θ)) s ≤
      shellEnergy (twisted_isHermitian hA hD B (Real.cos φ)) t := by
  -- a Fermi level `μ` for the less twisted system
  obtain ⟨μ, h1, h2⟩ : ∃ μ : ℝ,
      (∀ i ∈ t, μ ≤ (twisted_isHermitian hA hD B (Real.cos φ)).eigenvalues i) ∧
      (∀ j ∉ t, (twisted_isHermitian hA hD B (Real.cos φ)).eigenvalues j ≤ μ) := by
    rcases t.eq_empty_or_nonempty with h0 | hne
    · have hc : Fintype.card (m ⊕ n) = 0 := by rw [← ht, h0, Finset.card_empty]
      have hE : IsEmpty (m ⊕ n) := Fintype.card_eq_zero_iff.mp hc
      exact ⟨0, fun i _ => hE.elim i, fun j _ => hE.elim j⟩
    · obtain ⟨i, hi, hmin⟩ := t.exists_min_image
        (twisted_isHermitian hA hD B (Real.cos φ)).eigenvalues hne
      exact ⟨_, hmin, fun j hj => hfill i hi j hj⟩
  have hA' : (A - μ • (1 : Matrix m m ℝ)).IsHermitian :=
    hA.sub (by rw [Matrix.IsHermitian, conjTranspose_smul, conjTranspose_one, star_trivial])
  have hD' : (D - μ • (1 : Matrix n n ℝ)).IsHermitian :=
    hD.sub (by rw [Matrix.IsHermitian, conjTranspose_smul, conjTranspose_one, star_trivial])
  -- monotonicity for the fragments measured from the Fermi level
  obtain ⟨heven, -, hmono⟩ := twistEnergy_even_convex_monotone hA' hD' B
  have habs (z : ℝ) : twistEnergy hA' hD' B |z| = twistEnergy hA' hD' B z := by
    rcases abs_choice z with h | h
    · rw [h]
    · rw [h]
      exact heven z
  have hF := hmono (Set.mem_Ici.2 (abs_nonneg _)) (Set.mem_Ici.2 (abs_nonneg _)) hθ
  rw [habs, habs, twistEnergy_shift hA hD, twistEnergy_shift hA hD] at hF
  -- the trace does not depend on the twist
  have htr (z : ℝ) : ∑ i, (twisted_isHermitian hA hD B z).eigenvalues i =
      A.trace + D.trace := by
    have h := (twisted_isHermitian hA hD B z).trace_eq_sum_eigenvalues
    simp only [RCLike.ofReal_real_eq_id, id_eq] at h
    exact h.symm.trans (by simp [twisted, Matrix.trace, Fintype.sum_sum_type])
  have hx := (half_filling (twisted_isHermitian hA hD B (Real.cos θ)).eigenvalues hs μ).1
  have hy := (half_filling (twisted_isHermitian hA hD B (Real.cos φ)).eigenvalues ht μ).2 h1 h2
  rw [htr] at hx hy
  unfold shellEnergy
  linarith

end

end HueckelTwist
```

```lean
#print axioms HueckelTwist.twisting_never_increases_binding
-- 'HueckelTwist.twisting_never_increases_binding' depends on axioms: [propext, Classical.choice, Quot.sound]
```

## From the derivation to the code

`exists_orbitals` supplies the eigenvectors from the spectral theorem, and `sum_abs_diag_le` is the bound in any basis, with `hrow` as the normalisation of $W$. Applying that bound in both directions gives `absEnergy_eq`: every orthonormal diagonalisation yields the same absolute sum. This settles evenness, where `J` is the sign flip, and the shift by $\mu$ in `twistEnergy_shift`.

In `twistEnergy_convex`, `haff` splits $H(z)$ and `bound` treats the end points. Monotonicity comes from `le_on_segment`. `half_filling` contains both the upper bound and the equality, with the cancellation of $\mu$ in `key`. The final theorem takes the lowest occupied level at $\varphi$ as $\mu$, handles the case without orbitals separately, and combines the inequalities with `linarith`.

## In a torsional scan

In this model, a torsional scan of a half-filled system builds $A$, $B$ and $D$ once. At each angle it multiplies $B$ by $\cos\theta$, diagonalises, and doubles the sum of the upper half of the eigenvalues. From $0^\circ$ to $90^\circ$ the resulting binding curve falls or stays level. If this non-interacting π term is added to a steric potential, any preference for a twisted geometry over the planar one must therefore come from the steric part.
